# Double delta well with $g, a > 0$: the odd condition $\kappa = g(1 - e^{-2\kappa a})$ has a positive root iff $2ga > 1$, and the root is unique and below $g$

## Two wells, two waves and a jump in slope

Q: We set $\hbar = m = 1$ and take
$$H = -\tfrac12 \frac{d^2}{dx^2} - g\,[\delta(x-a) + \delta(x+a)],$$
with wells of strength $g > 0$ at $x = \pm a$, $a > 0$. A bound state has energy $E = -\kappa^2/2$ with decay constant $\kappa > 0$, and we want the odd ones, $\psi(-x) = -\psi(x)$. Your file is meant to show that one exists exactly when $2ga > 1$. I see no Hamiltonian in it and no delta function, only real functions of a real variable.

```lean
import Mathlib

open Real Set

namespace DoubleDeltaWell

noncomputable section
```

A: That reading is correct, so the definitions deserve a close look. Away from the wells the equation is $\psi'' = \kappa^2 \psi$. For $|x| < a$ the solutions are combinations of $\sinh \kappa x$ and $\cosh \kappa x$, and oddness leaves $A \sinh \kappa x$. For $x > a$ they are combinations of $e^{\pm\kappa x}$, and decay leaves $B e^{-\kappa x}$. The region $x < -a$ follows by reflection. The two functions, with real amplitudes $A$ and $B$, are these.

```lean
/-- Odd wave between the wells at `x = ±a`: `A sinh (κ x)`. -/
def innerWave (A κ x : ℝ) : ℝ := A * sinh (κ * x)

/-- Wave to the right of the well at `x = a`: `B exp (-κ x)`. -/
def outerWave (B κ x : ℝ) : ℝ := B * exp (-(κ * x))
```

Q: And the delta function?

A: It enters through what it does to $\psi$. Integrate $-\tfrac12\psi'' - g\,\delta(x-a)\psi = E\psi$ from $a - \epsilon$ to $a + \epsilon$ and let $\epsilon \to 0$. The right side vanishes for bounded $\psi$, which leaves $-\tfrac12[\psi'(a^+) - \psi'(a^-)] - g\psi(a) = 0$, that is
$$\psi'(a^+) - \psi'(a^-) = -2g\,\psi(a),$$
with $\psi$ continuous at $a$. These two conditions are postulated as the meaning of the well; they stand for an attractive potential of integrated strength $g$ whose width is much smaller than both $a$ and $1/g$ (and hence, since $\kappa < g$ is proved below, much smaller than the decay length $1/\kappa$). For a well $-\alpha\,\delta$ in ordinary units, the jump coefficient corresponds to $g = m\alpha/\hbar^2$.

```lean
/-- Matching at the well `-g δ(x - a)` with `ħ = m = 1`: the wave is continuous at `a` and its
slope jumps by `-2 g ψ(a)`. -/
def OddMatching (g a κ A B : ℝ) : Prop :=
  innerWave A κ a = outerWave B κ a ∧
    deriv (outerWave B κ) a - deriv (innerWave A κ) a = -2 * g * innerWave A κ a
```

Q: The jump needs one-sided slopes, but `deriv` is a two-sided derivative.

A: It is never applied to the glued function, which has a kink at $a$. It is applied to `outerWave B κ` and `innerWave A κ` separately, each a smooth function on the whole line. The derivative of the outer formula at $a$ is $\psi'(a^+)$ and that of the inner formula is $\psi'(a^-)$. The well at $-a$ adds nothing, since reflecting an odd function turns its two conditions into the ones at $a$. A state is then a matched pair of amplitudes, not both zero, and the transcendental condition gets its own name.

```lean
/-- There are amplitudes, not both zero, for which the inner and outer waves match at `a`. -/
def HasOddState (g a κ : ℝ) : Prop :=
  ∃ A B : ℝ, (A ≠ 0 ∨ B ≠ 0) ∧ OddMatching g a κ A B

/-- The odd bound-state condition `κ = g (1 - exp (-2 κ a))`. -/
def OddCondition (g a κ : ℝ) : Prop := κ = g * (1 - exp (-(2 * κ * a)))
```

## From matching to the transcendental condition

Q: You chose those two functions yourself. Does the file confirm that they solve anything?

A: It computes their slopes, $A\kappa\cosh\kappa x$ and $-A\kappa e^{-\kappa x}$ (one letter `A` serves for both amplitudes here). The fact `h` is the derivative of $y \mapsto \kappa y$, and `h.sinh` and `h.fun_neg.exp` are the chain rule.

```lean
/-- Slopes of the inner and outer waves. -/
theorem hasDerivAt_waves (A κ x : ℝ) :
    HasDerivAt (innerWave A κ) (A * κ * cosh (κ * x)) x ∧
      HasDerivAt (outerWave A κ) (-(A * κ * exp (-(κ * x)))) x := by
  have h : HasDerivAt (fun y => κ * y) κ x :=
    ((hasDerivAt_id' x).const_mul κ).congr_deriv (mul_one κ)
  have h1 : HasDerivAt (fun y => A * sinh (κ * y)) (A * κ * cosh (κ * x)) x :=
    (h.sinh.const_mul A).congr_deriv (by ring)
  have h2 : HasDerivAt (fun y => A * exp (-(κ * y))) (-(A * κ * exp (-(κ * x)))) x :=
    (h.fun_neg.exp.const_mul A).congr_deriv (by ring)
  exact ⟨h1, h2⟩
```

Differentiating once more gives $A\kappa^2 \sinh\kappa x$ and $A\kappa^2 e^{-\kappa x}$, so both satisfy $-\tfrac12\psi'' = -\tfrac12\kappa^2\psi$ at every $x$. This ties $\kappa$ to the energy $E = -\kappa^2/2$. In the proof `e1` and `e2` replace the first derivative by its formula, `h1` and `h2` differentiate that formula, and `ring` compares the two sides.

```lean
/-- Both waves solve the free Schrödinger equation `-ψ''/2 = E ψ` with `E = -κ²/2`. -/
theorem waves_free_equation (A κ x : ℝ) :
    -(1 / 2) * deriv (deriv (innerWave A κ)) x = -(κ ^ 2 / 2) * innerWave A κ x ∧
      -(1 / 2) * deriv (deriv (outerWave A κ)) x = -(κ ^ 2 / 2) * outerWave A κ x := by
  have h : HasDerivAt (fun y => κ * y) κ x :=
    ((hasDerivAt_id' x).const_mul κ).congr_deriv (mul_one κ)
  have e1 : deriv (innerWave A κ) = fun y => A * κ * cosh (κ * y) :=
    funext fun y => (hasDerivAt_waves A κ y).1.deriv
  have e2 : deriv (outerWave A κ) = fun y => -(A * κ * exp (-(κ * y))) :=
    funext fun y => (hasDerivAt_waves A κ y).2.deriv
  have h1 : HasDerivAt (fun y => A * κ * cosh (κ * y)) (A * κ * (sinh (κ * x) * κ)) x :=
    h.cosh.const_mul (A * κ)
  have h2 : HasDerivAt (fun y => -(A * κ * exp (-(κ * y))))
      (-(A * κ * (exp (-(κ * x)) * -κ))) x :=
    (h.fun_neg.exp.const_mul (A * κ)).fun_neg
  rw [e1, e2, h1.deriv, h2.deriv]
  unfold innerWave outerWave
  constructor <;> ring
```

Q: So they are solutions. That they are the only odd decaying ones is another matter.

A: Yes, and it is assumed. The file does not derive the general solution of $\psi'' = \kappa^2\psi$, does not construct $H$ as a self-adjoint operator, and does not treat square-integrability, complex amplitudes, the reflected wave on $x < -a$, or the even state. What it does prove starts from the two functions and the matching conditions. Written out, these are
$$A\sinh\kappa a = Be^{-\kappa a}, \qquad -\kappa B e^{-\kappa a} - \kappa A\cosh\kappa a = -2gA\sinh\kappa a .$$
If $A = 0$ the first equation gives $B = 0$, so $A \neq 0$. Substituting the first into the second gives $\kappa A(\sinh\kappa a + \cosh\kappa a) = 2gA\sinh\kappa a$. Dividing by $A$ gives $\kappa e^{\kappa a} = g(e^{\kappa a} - e^{-\kappa a})$, and multiplying by $e^{-\kappa a}$ gives
$$\kappa = g\,(1 - e^{-2\kappa a}).$$
Conversely, if this holds, take $A = 1$ and $B = e^{\kappa a}\sinh\kappa a$; continuity is immediate and the same steps run backwards give the jump.

```lean
/-- The waves can be matched with amplitudes not both zero exactly when
`κ = g (1 - exp (-2 κ a))`. -/
theorem hasOddState_iff (g a κ : ℝ) : HasOddState g a κ ↔ OddCondition g a κ := by
  have hin : ∀ A, deriv (innerWave A κ) a = A * κ * cosh (κ * a) :=
    fun A => (hasDerivAt_waves A κ a).1.deriv
  have hout : ∀ B, deriv (outerWave B κ) a = -(B * κ * exp (-(κ * a))) :=
    fun B => (hasDerivAt_waves B κ a).2.deriv
  have hpq : exp (κ * a) * exp (-(κ * a)) = 1 := by
    rw [← exp_add, add_neg_cancel, exp_zero]
  have hq : exp (-(2 * κ * a)) = exp (-(κ * a)) * exp (-(κ * a)) := by
    rw [← exp_add]
    congr 1
    ring
  simp only [HasOddState, OddMatching, hin, hout]
  simp only [innerWave, outerWave, OddCondition, Real.sinh_eq, Real.cosh_eq, hq]
  -- everything is now algebra in `p = exp (κ a)` and `q = exp (-κ a)` with `p q = 1`
  generalize exp (κ * a) = p at hpq ⊢
  generalize exp (-(κ * a)) = q at hpq ⊢
  constructor
  · rintro ⟨A, B, hAB, h1, h2⟩
    have hA : A ≠ 0 := by
      rintro rfl
      have hB : B = 0 := by linear_combination (-p) * h1 - B * hpq
      simp [hB] at hAB
    apply mul_left_cancel₀ hA
    linear_combination (-q) * h2 + q * κ * h1 + (A * g - A * κ) * hpq
  · intro h
    refine ⟨1, (p - q) / 2 * p, Or.inl one_ne_zero, ?_, ?_⟩
    · linear_combination (-((p - q) / 2)) * hpq
    · linear_combination (-p) * h + (g * q - κ * (p - q) / 2) * hpq
```

The proof writes $p = e^{\kappa a}$, $q = e^{-\kappa a}$, with $pq = 1$ as `hpq`, so that $\sinh\kappa a = (p-q)/2$, $\cosh\kappa a = (p+q)/2$ and $e^{-2\kappa a} = q^2$. After `generalize` only polynomial algebra remains. The step `hA` is the argument that $A \neq 0$, `mul_left_cancel₀ hA` is the division by $A$, and the `linear_combination` after it adds $-q$ times the jump equation to $q\kappa$ times continuity and simplifies with a multiple of $pq = 1$. The witness `(p - q) / 2 * p` is $B = e^{\kappa a}\sinh\kappa a$.

Q: This theorem has no hypotheses on $g$, $a$, $\kappa$. At $\kappa = 0$ the condition reads $0 = 0$, so `HasOddState g a 0` always holds. That looks like a state where none should be.

A: At $\kappa = 0$ the witness is $A = 1$, $B = 0$, and both waves vanish identically, so "amplitudes not both zero" does not there mean a non-zero function. For $\kappa < 0$ the outer wave grows. This is why every later statement about the decay constant restricts it to be positive. With $\kappa > 0$ and $A \neq 0$, the function $A\sinh\kappa x$ is non-zero for $0 < x < a$ and the outer wave decays, so `HasOddState` then describes what you would call an odd bound state.

## The threshold and the window for $\kappa$

Q: Where does $2ga > 1$ come from?

A: From the inequality $1 + y < e^{y}$ for $y \neq 0$, which Mathlib has as `add_one_lt_exp`. It is used in two forms. For $x > 0$, multiplying $1 + x < e^{x}$ by $e^{-x} > 0$ gives $e^{-x}(1 + x) < 1$.

```lean
/-- For `x > 0` one has `exp (-x) (1 + x) < 1`. -/
theorem exp_neg_mul_lt_one {x : ℝ} (hx : 0 < x) : exp (-x) * (1 + x) < 1 := by
  have h1 : exp (-x) * exp x = 1 := by rw [← exp_add, neg_add_cancel, exp_zero]
  have h2 := mul_lt_mul_of_pos_left (add_one_lt_exp hx.ne') (exp_pos (-x))
  linarith
```

The other form takes $y = -x$, giving $1 - e^{-x} < x$. Here and in every theorem below about the odd condition, $g > 0$ and $a > 0$ are hypotheses, also where the docstring does not repeat them. Put $x = 2\kappa a > 0$. A solution then satisfies $\kappa = g(1 - e^{-x}) < gx = 2ga\,\kappa$, and dividing by $\kappa$ gives $2ga > 1$. Lean avoids the division: `h1` is the inequality times $g$, `h2` is the supposition $2ga \le 1$ times $\kappa$, and `linarith` finds them incompatible with the condition.

```lean
/-- A positive solution of the odd condition forces `2 g a > 1`. -/
theorem threshold_of_solution {g a κ : ℝ} (hg : 0 < g) (ha : 0 < a) (hκ : 0 < κ)
    (h : OddCondition g a κ) : 1 < 2 * g * a := by
  unfold OddCondition at h
  have hx : 0 < 2 * κ * a := by positivity
  -- `1 - exp (-x) < x`
  have h1 := mul_lt_mul_of_pos_left (add_one_lt_exp (neg_ne_zero.mpr hx.ne')) hg
  by_contra hc
  have h2 := mul_le_mul_of_nonneg_left (not_lt.mp hc) hκ.le
  linarith
```

The inequality is strict, so at $2ga = 1$ there is no positive solution. As a heuristic picture, at zero energy the odd wave would be $x$ inside and the constant $a$ outside, and the jump $0 - 1 = -2ga$ lands on that same value.

Q: And the size of $\kappa$?

A: The upper bound is $\kappa = g - ge^{-x} < g$. For the lower bound, multiply the condition by $1 + x$:
$$\kappa(1+x) = g(1+x) - ge^{-x}(1+x) > g(1+x) - g = gx .$$
With $x = 2\kappa a$, dividing by $\kappa$ gives $1 + 2\kappa a > 2ga$, that is $(g - \kappa)\,2a < 1$, or $\kappa > g - 1/(2a)$. In the code `E` abbreviates $e^{-x}$ and is not the energy, `h2` gives the upper bound, `h3` is the multiplied condition, `h4` is $(g-\kappa)\,2a < 1$ obtained by contradiction as before, and `h6` divides by $2a$.

```lean
/-- A positive solution of the odd condition lies strictly between `g - 1/(2a)` and `g`. -/
theorem solution_bounds {g a κ : ℝ} (hg : 0 < g) (ha : 0 < a) (hκ : 0 < κ)
    (h : OddCondition g a κ) : g - 1 / (2 * a) < κ ∧ κ < g := by
  unfold OddCondition at h
  have hx : 0 < 2 * κ * a := by positivity
  have h1 := mul_lt_mul_of_pos_left (exp_neg_mul_lt_one hx) hg
  have h2 := mul_pos hg (exp_pos (-(2 * κ * a)))
  generalize exp (-(2 * κ * a)) = E at h h1 h2
  refine ⟨?_, by linarith⟩
  have h3 : κ * (1 + 2 * κ * a) = g * (1 - E) * (1 + 2 * κ * a) := by rw [← h]
  have h4 : (g - κ) * (2 * a) < 1 := by
    by_contra hc
    have h5 := mul_le_mul_of_nonneg_left (not_lt.mp hc) hκ.le
    linarith
  have h6 : g - κ < 1 / (2 * a) := (lt_div_iff₀ (by positivity)).mpr h4
  linarith
```

## One root and no more

Q: The usual argument for uniqueness is a sketch of a line crossing a concave curve. What replaces the sketch?

A: The chord inequality that the sketch illustrates. Suppose $0 < u < v$ are both solutions and set $t = u/v$, so $0 < t < 1$. The point $-2ua$ equals $t(-2va) + (1-t)\cdot 0$, and strict convexity of the exponential gives
$$e^{-2ua} < t\,e^{-2va} + (1 - t).$$
Hence $1 - e^{-2ua} > t(1 - e^{-2va})$, and multiplying by $g$ and using both conditions gives $u > tv = u$, which is impossible. This is `key`: `hc` is the convexity inequality from `strictConvexOn_exp`, `harg` identifies the intermediate point, and `h4` is the condition for $v$ times $t$. The closing case split applies `key` to whichever of `κ₁`, `κ₂` is smaller.

```lean
/-- The odd condition has at most one positive solution. -/
theorem solution_unique {g a κ₁ κ₂ : ℝ} (hg : 0 < g) (ha : 0 < a) (h₁ : 0 < κ₁) (h₂ : 0 < κ₂)
    (c₁ : OddCondition g a κ₁) (c₂ : OddCondition g a κ₂) : κ₁ = κ₂ := by
  have key : ∀ u v : ℝ, 0 < u → u < v → OddCondition g a u → OddCondition g a v → False := by
    intro u v hu huv cu cv
    unfold OddCondition at cu cv
    have hv : 0 < v := hu.trans huv
    obtain ⟨t, ht0, ht1, ht⟩ : ∃ t : ℝ, 0 < t ∧ t < 1 ∧ t * v = u :=
      ⟨u / v, div_pos hu hv, (div_lt_one hv).mpr huv, div_mul_cancel₀ u hv.ne'⟩
    have hx : 0 < 2 * v * a := by positivity
    -- strict convexity of `exp` on the chord from `-2 v a` to `0`
    have hc := strictConvexOn_exp.2 (mem_univ (-(2 * v * a))) (mem_univ 0)
      (neg_ne_zero.mpr hx.ne') ht0 (sub_pos.mpr ht1) (by ring)
    have harg : t * -(2 * v * a) + (1 - t) * 0 = -(2 * u * a) := by
      rw [← ht]
      ring
    simp only [smul_eq_mul] at hc
    rw [harg, exp_zero] at hc
    have h3 := mul_lt_mul_of_pos_left hc hg
    have h4 : t * v = t * (g * (1 - exp (-(2 * v * a)))) := by rw [← cv]
    linarith
  rcases lt_trichotomy κ₁ κ₂ with h | h | h
  · exact (key _ _ h₁ h c₁ c₂).elim
  · exact h
  · exact (key _ _ h₂ h c₂ c₁).elim
```

Q: Existence needs a sign change, and near $\kappa = 0$ the mismatch tends to zero. How small a starting point do you take?

A: None near zero is needed. Let $f(\kappa) = g(1 - e^{-2\kappa a}) - \kappa$ and $d = 1/(2a)$. The hypothesis $2ga > 1$ says $g - d > 0$. At the upper end $f(g) = -ge^{-2ga} < 0$. At the lower end put $x_0 = 2(g-d)a = 2ga - 1 > 0$; then $f(g-d) = d - ge^{-x_0}$, and $e^{-x_0}(1 + x_0) < 1$ reads $2ga\,e^{-x_0} < 1$, so $ge^{-x_0} < d$ and $f(g-d) > 0$. The function is continuous, so it vanishes somewhere in $[g-d, g]$, and such a point is positive. The code introduces $d$ through `d * (2 * a) = 1`; `hdg`, `hlo` and `hhi` are the three facts above (the last two in non-strict form), and `intermediate_value_Icc'` is the intermediate value theorem for a function that is higher at the left end.

```lean
/-- For `2 g a > 1` the odd condition has a positive solution. -/
theorem solution_exists {g a : ℝ} (hg : 0 < g) (ha : 0 < a) (h : 1 < 2 * g * a) :
    ∃ κ, 0 < κ ∧ OddCondition g a κ := by
  have h2a : 0 < 2 * a := by positivity
  obtain ⟨d, hd0, hd⟩ : ∃ d : ℝ, 0 < d ∧ d * (2 * a) = 1 :=
    ⟨(2 * a)⁻¹, inv_pos.mpr h2a, inv_mul_cancel₀ h2a.ne'⟩
  have hdg : 0 < g - d := by
    by_contra hc
    have h1 := mul_le_mul_of_nonneg_right (not_lt.mp hc) h2a.le
    linarith
  have hcont : ContinuousOn (fun κ : ℝ => g * (1 - exp (-(2 * κ * a))) - κ) (Icc (g - d) g) := by
    apply Continuous.continuousOn
    fun_prop
  -- the mismatch changes sign between `g - 1/(2a)` and `g`
  have hlo : 0 ≤ g * (1 - exp (-(2 * (g - d) * a))) - (g - d) := by
    have h1 := exp_neg_mul_lt_one (x := 2 * (g - d) * a) (by positivity)
    have h2 : 1 + 2 * (g - d) * a = g * (2 * a) := by linarith
    rw [h2] at h1
    by_contra hc
    have h3 := mul_lt_mul_of_pos_right (not_le.mp hc) h2a
    linarith
  have hhi : g * (1 - exp (-(2 * g * a))) - g ≤ 0 := by
    have h1 := mul_pos hg (exp_pos (-(2 * g * a)))
    linarith
  obtain ⟨κ, hκ, hz⟩ := intermediate_value_Icc' (by linarith : g - d ≤ g) hcont ⟨hhi, hlo⟩
  have hz' : g * (1 - exp (-(2 * κ * a))) - κ = 0 := hz
  exact ⟨κ, hdg.trans_le hκ.1, (sub_eq_zero.mp hz').symm⟩
```

## The two final theorems and a worked case

Q: Read me the main theorem without interpretation.

A: For real $g > 0$ and $a > 0$, three statements hold. First, some $\kappa > 0$ satisfies $\kappa = g(1 - e^{-2\kappa a})$ if and only if $1 < 2ga$. Second, if $1 < 2ga$ there is exactly one such $\kappa$. Third, every positive solution obeys $g - 1/(2a) < \kappa < g$. The proof assembles the four preceding theorems.

```lean
/-- For `g, a > 0` the odd condition has a positive solution iff `2 g a > 1`; it is then unique,
and every positive solution lies strictly between `g - 1/(2a)` and `g`. -/
theorem odd_bound_state {g a : ℝ} (hg : 0 < g) (ha : 0 < a) :
    ((∃ κ, 0 < κ ∧ OddCondition g a κ) ↔ 1 < 2 * g * a) ∧
      (1 < 2 * g * a → ∃! κ, 0 < κ ∧ OddCondition g a κ) ∧
      ∀ κ, 0 < κ → OddCondition g a κ → g - 1 / (2 * a) < κ ∧ κ < g := by
  refine ⟨⟨fun ⟨_, hκ, h⟩ => threshold_of_solution hg ha hκ h, solution_exists hg ha⟩,
    fun h => ?_, fun _ hκ h => solution_bounds hg ha hκ h⟩
  obtain ⟨κ, hκ, hc⟩ := solution_exists hg ha h
  exact ⟨κ, ⟨hκ, hc⟩, fun y hy => solution_unique hg ha hy.1 hκ hy.2 hc⟩
```

Q: Give me numbers.

A: Take $g = a = 1$, so $2ga = 2$ and the window is $0.5 < \kappa < 1$. With $f(\kappa) = 1 - e^{-2\kappa} - \kappa$, we get $f(0.79) \approx 1 - 0.2060 - 0.79 = +0.0040$ and $f(0.80) \approx 1 - 0.2019 - 0.80 = -0.0019$. The root is $\kappa \approx 0.7968$, so $E \approx -0.317$. The unnormalised witness has $A = 1$, $B = (e^{2\kappa a} - 1)/2 \approx 1.961$. Integrating $\psi^2$ over the whole line gives $A^2[(e^{2\kappa a} - 1)/(2\kappa) - a] \approx 1.461A^2$, so the normalised amplitudes are $A \approx 0.827$ and $B \approx 1.622$. These decimals and the normalisation integral are ordinary arithmetic and calculus done alongside the file. For $g = 1$, $a = 0.4$ one has $2ga = 0.8$, and the first statement excludes any positive root.

Q: What does this tell a chemist?

A: In this one-electron, one-dimensional model of a symmetric diatomic with point wells and fixed centres, the odd state is the antibonding one. The bound $\kappa < g$ puts its energy above $-g^2/2$, the level of a single isolated well, the window squeezes $\kappa$ towards $g$ as the separation $2a$ grows, and the state is not bound once $2a \le 1/g$.

Q: The main theorem still speaks only of an equation for $\kappa$. My doubt concerned wave functions.

A: The last theorem returns to them. For $g, a > 0$, there is exactly one $\kappa > 0$ at which $A\sinh\kappa x$ and $Be^{-\kappa x}$ can be matched at $a$ with amplitudes not both zero, if and only if $1 < 2ga$. The uniqueness concerns $\kappa$, and so the energy; the amplitudes keep their free overall factor. The proof rewrites `HasOddState` as `OddCondition` by `hasOddState_iff`. From left to right it keeps only existence, `h.exists`, and applies the first statement of `odd_bound_state`; from right to left it is the second statement.

```lean
/-- For `g, a > 0` there is exactly one decay constant `κ > 0` at which the odd waves match with
amplitudes not both zero iff `2 g a > 1`. -/
theorem existsUnique_oddState_iff {g a : ℝ} (hg : 0 < g) (ha : 0 < a) :
    (∃! κ, 0 < κ ∧ HasOddState g a κ) ↔ 1 < 2 * g * a := by
  simp only [hasOddState_iff]
  exact ⟨fun h => (odd_bound_state hg ha).1.mp h.exists, (odd_bound_state hg ha).2.1⟩

end

end DoubleDeltaWell
```

```lean
#print axioms DoubleDeltaWell.waves_free_equation
#print axioms DoubleDeltaWell.existsUnique_oddState_iff
```

```
'DoubleDeltaWell.waves_free_equation' depends on axioms: [propext, Classical.choice, Quot.sound]
'DoubleDeltaWell.existsUnique_oddState_iff' depends on axioms: [propext, Classical.choice, Quot.sound]
```
